# The sixteen phased Pauli matrices iᵏP of a single qubit are pairwise distinct

The declaration `phased_injective` concerns the 2×2 matrices iᵏP, where P is the identity or one of the Pauli matrices X, Y, Z, and k is 0, 1, 2 or 3. These are the elements of the one-qubit Pauli group. The lemma says that if two such matrices are equal, then their exponents k and their letters P are both equal. The attempt multiplies the equation by a Pauli matrix and takes the trace, which forces the letters to agree and leaves an equation between two powers of i. It then checks all sixteen pairs of exponents.

Lean 4 with Mathlib refuses this proof:

```lean
import Mathlib

open Matrix

namespace PhasedInjective

noncomputable section

/-- The four Pauli letters. -/
inductive Letter
  | I | X | Y | Z
  deriving DecidableEq

/-- The Pauli letters form a finite type. -/
instance : Fintype Letter := ⟨{.I, .X, .Y, .Z}, fun p => by cases p <;> simp⟩

/-- The 2×2 complex matrix of a Pauli letter. -/
def σ : Letter → Matrix (Fin 2) (Fin 2) ℂ
  | .I => 1
  | .X => !![0, 1; 1, 0]
  | .Y => !![0, -Complex.I; Complex.I, 0]
  | .Z => !![1, 0; 0, -1]

/-- The matrix `i^k P` for a Pauli letter `P` and `k = 0, 1, 2, 3`. -/
def phased (k : Fin 4) (p : Letter) : Matrix (Fin 2) (Fin 2) ℂ :=
  Complex.I ^ (k : ℕ) • σ p

/-- Pauli matrices are orthogonal under the trace: `Tr(PQ)` is 2 if `P = Q` and 0 otherwise. -/
theorem trace_sigma_mul (p q : Letter) :
    (σ p * σ q).trace = if p = q then 2 else 0 := by
  cases p <;> cases q <;>
    simp [σ, Matrix.trace_fin_two] <;> norm_num

/-- A nonzero multiple of a Pauli matrix determines both the letter and the coefficient. -/
theorem smul_sigma_injective {a b : ℂ} {p q : Letter} (ha : a ≠ 0)
    (h : a • σ p = b • σ q) : p = q ∧ a = b := by
  -- multiply by `σ p` and take the trace
  have h1 : a * 2 = b * (if q = p then 2 else 0) := by
    have h0 := congrArg (fun M => (M * σ p).trace) h
    simpa only [Matrix.smul_mul, Matrix.trace_smul, trace_sigma_mul,
      smul_eq_mul, if_true] using h0
  by_cases hpq : q = p
  · rw [if_pos hpq] at h1
    exact ⟨hpq.symm, mul_right_cancel₀ two_ne_zero h1⟩
  · rw [if_neg hpq, mul_zero] at h1
    exact absurd h1 (mul_ne_zero ha two_ne_zero)

/-- The matrices `i^k P` are pairwise distinct: the matrix determines both `k` and `P`. -/
theorem phased_injective {k l : Fin 4} {p q : Letter} (h : phased k p = phased l q) :
    k = l ∧ p = q := by
  -- multiply by `σ p` and take the trace
  have h1 : Complex.I ^ (k : ℕ) * 2 = Complex.I ^ (l : ℕ) * (if q = p then 2 else 0) := by
    have h0 := congrArg (fun M => (M * σ p).trace) h
    simpa only [phased, Matrix.smul_mul, Matrix.trace_smul, trace_sigma_mul,
      smul_eq_mul, if_true] using h0
  by_cases hpq : q = p
  · rw [if_pos hpq] at h1
    have h2 : Complex.I ^ (k : ℕ) = Complex.I ^ (l : ℕ) := mul_right_cancel₀ two_ne_zero h1
    refine ⟨?_, hpq.symm⟩
    have h3 : Complex.I ^ 3 = -Complex.I := by
      rw [pow_succ, Complex.I_sq]; ring
    clear h h1
    fin_cases k <;> fin_cases l <;> norm_num [Complex.ext_iff, h3] at h2 ⊢
  · rw [if_neg hpq, mul_zero] at h1
    exact absurd h1 (mul_ne_zero (pow_ne_zero _ Complex.I_ne_zero) two_ne_zero)

end

end PhasedInjective
```

Messages:

```
Main.lean:63:36: error: No goals to be solved
Main.lean:63:36: error: No goals to be solved
Main.lean:63:36: error: No goals to be solved
Main.lean:63:36: error: No goals to be solved
Main.lean:63:36: error: No goals to be solved
Main.lean:63:36: error: No goals to be solved
Main.lean:63:36: error: No goals to be solved
Main.lean:63:36: error: No goals to be solved
Main.lean:63:36: error: No goals to be solved
Main.lean:63:36: error: No goals to be solved
Main.lean:63:36: error: No goals to be solved
Main.lean:63:36: error: No goals to be solved
```

All twelve messages point to the `norm_num` call that ends the case check. Of the sixteen pairs of exponents, twelve have k ≠ l, and there `h2` is a false equation between different powers of i. The call `norm_num … at h2 ⊢` works on the hypothesis and then on the goal. Once it has reduced `h2` to `False`, the goal is closed by contradiction, and the step meant for `⊢` finds nothing left: "No goals to be solved". The mathematics of these cases is sound; the error comes from naming two locations.

The repair puts `revert h2` before the case split, so that each case is a single implication, from the equation between powers to the equation between exponents. `norm_num` then has only the goal to simplify, and a false premise makes the implication true.

The other change is mere tidying: the trace argument is replaced by a call to `smul_sigma_injective`, which already contains it, and `clear h h1` becomes `clear h` because `h1` no longer exists.

The repair, with which the file compiles:

```diff
@@ -49,19 +49,12 @@
 theorem phased_injective {k l : Fin 4} {p q : Letter} (h : phased k p = phased l q) :
     k = l ∧ p = q := by
-  -- multiply by `σ p` and take the trace
-  have h1 : Complex.I ^ (k : ℕ) * 2 = Complex.I ^ (l : ℕ) * (if q = p then 2 else 0) := by
-    have h0 := congrArg (fun M => (M * σ p).trace) h
-    simpa only [phased, Matrix.smul_mul, Matrix.trace_smul, trace_sigma_mul,
-      smul_eq_mul, if_true] using h0
-  by_cases hpq : q = p
-  · rw [if_pos hpq] at h1
-    have h2 : Complex.I ^ (k : ℕ) = Complex.I ^ (l : ℕ) := mul_right_cancel₀ two_ne_zero h1
-    refine ⟨?_, hpq.symm⟩
-    have h3 : Complex.I ^ 3 = -Complex.I := by
-      rw [pow_succ, Complex.I_sq]; ring
-    clear h h1
-    fin_cases k <;> fin_cases l <;> norm_num [Complex.ext_iff, h3] at h2 ⊢
-  · rw [if_neg hpq, mul_zero] at h1
-    exact absurd h1 (mul_ne_zero (pow_ne_zero _ Complex.I_ne_zero) two_ne_zero)
+  unfold phased at h
+  obtain ⟨hpq, h2⟩ := smul_sigma_injective (pow_ne_zero _ Complex.I_ne_zero) h
+  refine ⟨?_, hpq⟩
+  have h3 : Complex.I ^ 3 = -Complex.I := by
+    rw [pow_succ, Complex.I_sq]; ring
+  clear h
+  revert h2
+  fin_cases k <;> fin_cases l <;> norm_num [Complex.ext_iff, h3]
 
 end
```
